# Locally optimal steepest descent drives the eigenvalue residual of a real symmetric matrix to zero

Let \(A\) be a real symmetric matrix with all eigenvalues in \([m,M]\), and let \(x_0\) be a unit vector. Write \(\rho_k=\langle x_k,Ax_k\rangle\) and \(r_k=Ax_k-\rho_kx_k\), and let \(x_{k+1}\) be a unit vector that minimises \(\langle z,Az\rangle\) among the unit vectors \(z\) in \(\operatorname{span}(x_k,r_k)\). Then for every \(n\)

\[
\sum_{k=0}^{n-1}\|r_k\|^2\le (M-m)(\rho_0-m),
\]

and therefore \(r_k\to0\).

The physical problem is to find a low-lying state of a Hamiltonian matrix that is too large to diagonalise but can be applied to a vector. For a fixed, finite, real symmetric Hamiltonian, the result says that the error in the eigenvalue equation tends to zero along the iterates, though it may grow in individual steps. It doesn't say that they reach the ground state: a start in an excited eigenstate has \(r_0=0\), and the iteration stays there up to sign.

## The iteration as a relation between unit vectors

The matrix becomes a linear map `A` on a real inner product space `E`. Finite dimension is assumed only from the section on eigenvalues onwards.

In Lean 4 with Mathlib:

```lean
import Mathlib

open Filter Topology

namespace SteepestDescentEigensolver

variable {E : Type*} [NormedAddCommGroup E] [InnerProductSpace ℝ E]
```

The energy is \(\langle x,Ax\rangle\), without division by \(\|x\|^2\). For a unit vector it equals the Rayleigh quotient.

```lean
/-- The energy `⟨x, A x⟩`, which is the Rayleigh quotient when `x` is a unit vector. -/
noncomputable def energy (A : E →ₗ[ℝ] E) (x : E) : ℝ := inner ℝ x (A x)
```

The residual uses the same unnormalised energy. At a unit vector and for symmetric \(A\), it is half the gradient of the Rayleigh quotient, hence the name steepest descent.

```lean
/-- The eigenvalue residual `r = A x - ⟨x, A x⟩ x`. -/
noncomputable def residual (A : E →ₗ[ℝ] E) (x : E) : E := A x - energy A x • x
```

A step from \(x\) to \(y\) is described by what \(y\) satisfies: it lies in the search space, has norm one, and has the least energy among the unit vectors there. The sign of \(y\) is left free. If the residual vanishes, the search space is just the line through \(x\).

```lean
/-- One step of the eigensolver: `y` is a unit vector of least energy among the unit vectors
in the span of `x` and its residual. -/
structure IsStep (A : E →ₗ[ℝ] E) (x y : E) : Prop where
  mem : y ∈ Submodule.span ℝ {x, residual A x}
  unit : ‖y‖ = 1
  minimal : ∀ z ∈ Submodule.span ℝ {x, residual A x}, ‖z‖ = 1 → energy A y ≤ energy A z
```

A run is a sequence of such steps from a unit vector. Each minimisation is taken to be perfect, so the passage to a floating-point computation, with rounded inner products and an approximate minimiser, is left open.

```lean
/-- A run of the eigensolver: a unit start vector followed by successive steps. -/
structure IsRun (A : E →ₗ[ℝ] E) (x : ℕ → E) : Prop where
  start : ‖x 0‖ = 1
  step : ∀ k, IsStep A (x k) (x (k + 1))
```

Every iterate then has norm one, the first by assumption and the later ones by the definition of a step.

```lean
/-- Every iterate of a run is a unit vector. -/
theorem IsRun.unit {A : E →ₗ[ℝ] E} {x : ℕ → E} (h : IsRun A x) (k : ℕ) : ‖x k‖ = 1 := by
  cases k with
  | zero => exact h.start
  | succ k => exact (h.step k).unit
```

## How far one step lowers the energy

Fix a unit vector \(x\) with energy \(\rho\) and residual \(r\), and let \(y\) be the next iterate, with energy \(\theta\). The residual is orthogonal to \(x\):

\[
\langle x,r\rangle=\langle x,Ax\rangle-\rho\|x\|^2=\rho-\rho=0 .
\]

```lean
/-- The residual of a unit vector is orthogonal to that vector. -/
theorem inner_residual (A : E →ₗ[ℝ] E) {x : E} (hx : ‖x‖ = 1) :
    inner ℝ x (residual A x) = 0 := by
  rw [residual, inner_sub_right, real_inner_smul_right, real_inner_self_eq_norm_sq, hx, energy]
  ring
```

The minimality of \(y\) concerns unit vectors only. For a nonzero \(z\) in the search space, apply it to \(z/\|z\|\), whose energy is \(\langle z,Az\rangle/\|z\|^2\). Multiplying by \(\|z\|^2\) gives

\[
\theta\|z\|^2\le\langle z,Az\rangle ,
\]

which also holds for \(z=0\).

```lean
/-- The energy after a step bounds the Rayleigh quotient from below on the whole search
space, written without division. -/
theorem IsStep.energy_mul_le {A : E →ₗ[ℝ] E} {x y z : E} (h : IsStep A x y)
    (hz : z ∈ Submodule.span ℝ {x, residual A x}) : energy A y * ‖z‖ ^ 2 ≤ energy A z := by
  by_cases h0 : z = 0
  · subst h0
    simp [energy]
  have hn : 0 < ‖z‖ := norm_pos_iff.mpr h0
  -- compare with the normalised vector
  have h1 := h.minimal (‖z‖⁻¹ • z) (Submodule.smul_mem _ _ hz)
    (by rw [norm_smul, norm_inv, norm_norm, inv_mul_cancel₀ hn.ne'])
  have e : energy A (‖z‖⁻¹ • z) = energy A z / ‖z‖ ^ 2 := by
    simp only [energy, map_smul, real_inner_smul_left, real_inner_smul_right]
    rw [div_eq_mul_inv]
    ring
  rwa [e, le_div_iff₀ (pow_pos hn 2)] at h1
```

Now suppose that \(A\) is symmetric and \(m\|v\|^2\le\langle v,Av\rangle\le M\|v\|^2\) for all \(v\). Since \(Ax=r+\rho x\), orthogonality gives \(\langle r,Ax\rangle=\|r\|^2\), and symmetry gives \(\langle x,Ar\rangle=\|r\|^2\). For \(z=x+br\) with real \(b\),

\[
\|z\|^2=1+b^2\|r\|^2,\qquad
\langle z,Az\rangle=\rho+2b\|r\|^2+b^2\langle r,Ar\rangle .
\]

Inserting these into the previous inequality yields

\[
0\le(\rho-\theta)+2b\|r\|^2+b^2\bigl(\langle r,Ar\rangle-\theta\|r\|^2\bigr).
\]

Because \(\langle r,Ar\rangle\le M\|r\|^2\) and \(\theta\ge m\), the last bracket is at most \((M-m)\|r\|^2\). This is `gap` in the code. Hence, for every \(b\),

\[
0\le(M-m)\|r\|^2\,b^2+2\|r\|^2\,b+(\rho-\theta),
\]

which is `key`. A quadratic polynomial that is never negative has no positive discriminant, so

\[
\|r\|^2\bigl(\|r\|^2-(M-m)(\rho-\theta)\bigr)\le0 .
\]

Setting \(b=0\) shows \(\rho\ge\theta\), and \(M\ge m\) because \(\rho\) lies between them. If \(\|r\|^2\) exceeded \((M-m)(\rho-\theta)\ge0\), both factors would be positive, a contradiction. Therefore

\[
\|r\|^2\le(M-m)(\rho-\theta).
\]

The case \(M=m\) needs no separate treatment, and the estimate holds in any dimension.

```lean
/-- For a symmetric operator with Rayleigh quotients in `[m, M]`, in any dimension, a step from
a unit vector satisfies `‖r‖² ≤ (M - m) (energy before - energy after)`. -/
theorem IsStep.sq_residual_le {A : E →ₗ[ℝ] E} (hA : A.IsSymmetric) {m M : ℝ}
    (hb : ∀ v, m * ‖v‖ ^ 2 ≤ energy A v ∧ energy A v ≤ M * ‖v‖ ^ 2)
    {x y : E} (hx : ‖x‖ = 1) (h : IsStep A x y) :
    ‖residual A x‖ ^ 2 ≤ (M - m) * (energy A x - energy A y) := by
  have hmin := fun z => h.energy_mul_le (z := z)
  have h1 := inner_residual A hx
  have hax : A x = residual A x + energy A x • x := by simp [residual]
  generalize residual A x = r at *
  have h3 : inner ℝ r (A x) = ‖r‖ ^ 2 := by
    rw [hax, inner_add_right, real_inner_smul_right, real_inner_comm x r, h1,
      real_inner_self_eq_norm_sq]
    ring
  have h4 : inner ℝ x (A r) = ‖r‖ ^ 2 := by rw [← hA x r, real_inner_comm, h3]
  have hy : m ≤ energy A y := by simpa [h.unit] using (hb y).1
  have hxm : m ≤ energy A x := by simpa [hx] using (hb x).1
  have hxM : energy A x ≤ M := by simpa [hx] using (hb x).2
  have gap : 0 ≤ (M - m) * ‖r‖ ^ 2 - (energy A r - energy A y * ‖r‖ ^ 2) := by
    nlinarith [mul_nonneg (sub_nonneg.mpr hy) (sq_nonneg ‖r‖), (hb r).2]
  -- minimality along `x + b r` makes a quadratic polynomial in `b` nonnegative
  have key : ∀ b : ℝ, 0 ≤ ((M - m) * ‖r‖ ^ 2) * (b * b) + (2 * ‖r‖ ^ 2) * b
      + (energy A x - energy A y) := by
    intro b
    have hz := hmin (x + b • r) (Submodule.mem_span_pair.mpr ⟨1, b, by rw [one_smul]⟩)
    have en : ‖x + b • r‖ ^ 2 = 1 + b ^ 2 * ‖r‖ ^ 2 := by
      rw [norm_add_sq_real, real_inner_smul_right, h1, hx, norm_smul, mul_pow,
        Real.norm_eq_abs, sq_abs]
      ring
    have ee : energy A (x + b • r) = energy A x + 2 * b * ‖r‖ ^ 2 + b ^ 2 * energy A r := by
      simp only [energy, map_add, map_smul, inner_add_left, inner_add_right,
        real_inner_smul_left, real_inner_smul_right, h3, h4]
      ring
    rw [en, ee] at hz
    nlinarith [mul_nonneg (sq_nonneg b) gap]
  -- so its discriminant is not positive
  have hd := discrim_le_zero key
  rw [discrim] at hd
  have hD : 0 ≤ energy A x - energy A y := by linarith [key 0]
  have hLD := mul_nonneg (sub_nonneg.mpr (hxm.trans hxM)) hD
  by_contra hc
  have hc' := not_le.mp hc
  nlinarith [mul_pos (hLD.trans_lt hc') (sub_pos.mpr hc')]
```

## From eigenvalues to energy bounds

In finite dimension a symmetric \(A\) has an orthonormal eigenbasis \(b_i\) with eigenvalues \(\mu_i\). Expanding \(v\) in it gives

\[
\langle v,Av\rangle=\sum_i\mu_i\langle b_i,v\rangle^2,\qquad
\|v\|^2=\sum_i\langle b_i,v\rangle^2 .
\]

If every \(\mu_i\) lies in \([m,M]\), comparing the sums term by term gives the two bounds used above. The hypothesis `hspec` states exactly this about the eigenvalues; \(m\) and \(M\) need not be eigenvalues themselves.

```lean
variable [FiniteDimensional ℝ E]

/-- If all eigenvalues of a symmetric operator in finite dimension lie in `[m, M]`, then so do
its Rayleigh quotients. -/
theorem energy_bounds {A : E →ₗ[ℝ] E} (hA : A.IsSymmetric) {m M : ℝ}
    (hspec : ∀ μ, Module.End.HasEigenvalue A μ → μ ∈ Set.Icc m M) (v : E) :
    m * ‖v‖ ^ 2 ≤ energy A v ∧ energy A v ≤ M * ‖v‖ ^ 2 := by
  let b := hA.eigenvectorBasis rfl
  have hex : ∀ i, ∃ μ : ℝ, Module.End.HasEigenvalue A μ ∧ A (b i) = μ • b i := fun i =>
    ⟨_, hA.hasEigenvalue_eigenvalues rfl i, hA.apply_eigenvectorBasis rfl i⟩
  choose μ hμ hbμ using hex
  -- expand energy and norm in the eigenbasis
  have he : energy A v = ∑ i, μ i * (inner ℝ (b i) v) ^ 2 := by
    rw [energy, ← b.sum_inner_mul_inner v (A v)]
    refine Finset.sum_congr rfl fun i _ => ?_
    rw [← hA (b i) v, hbμ, real_inner_smul_left, real_inner_comm (b i) v]
    ring
  have hn : ‖v‖ ^ 2 = ∑ i, (inner ℝ (b i) v) ^ 2 := by
    rw [← real_inner_self_eq_norm_sq, ← b.sum_inner_mul_inner v v]
    refine Finset.sum_congr rfl fun i _ => ?_
    rw [real_inner_comm (b i) v]
    ring
  rw [he, hn, Finset.mul_sum, Finset.mul_sum]
  exact ⟨Finset.sum_le_sum fun i _ =>
      mul_le_mul_of_nonneg_right (hspec _ (hμ i)).1 (sq_nonneg _),
    Finset.sum_le_sum fun i _ =>
      mul_le_mul_of_nonneg_right (hspec _ (hμ i)).2 (sq_nonneg _)⟩
```

## Summing the energy drops

Apply the one-step estimate to each \(x_k\) and add. The energies telescope:

\[
\sum_{k=0}^{n-1}\|r_k\|^2\le(M-m)\sum_{k=0}^{n-1}(\rho_k-\rho_{k+1})
=(M-m)(\rho_0-\rho_n)\le(M-m)(\rho_0-m),
\]

where the last step uses \(\rho_n\ge m\). The code proves the telescoped bound `tel` by induction on \(n\). Nonnegative terms with bounded partial sums form a convergent series, so \(\|r_k\|^2\to0\), and taking square roots gives \(r_k\to0\).

In the theorem, `IsSymmetric` means \(\langle Au,v\rangle=\langle u,Av\rangle\), and `Finset.range n` is the set of indices \(0,\dots,n-1\). The first conclusion is the sum bound for every `n`; the second is convergence of the residual vectors to zero. Both hold for every run, whichever minimiser is chosen at each step. The theorem is stated for real spaces, and complex Hermitian matrices are not treated here.

```lean
/-- For a symmetric operator in finite dimension with eigenvalues in `[m, M]`, the squared
residuals of a run have partial sums at most `(M - m) (ρ₀ - m)`, where `ρ₀` is the energy of
the start vector, and the residuals tend to zero. -/
theorem steepest_descent_residuals {A : E →ₗ[ℝ] E} (hA : A.IsSymmetric) {m M : ℝ}
    (hspec : ∀ μ, Module.End.HasEigenvalue A μ → μ ∈ Set.Icc m M)
    {x : ℕ → E} (h : IsRun A x) :
    (∀ n, ∑ k ∈ Finset.range n, ‖residual A (x k)‖ ^ 2 ≤ (M - m) * (energy A (x 0) - m)) ∧
      Tendsto (fun k => residual A (x k)) atTop (𝓝 0) := by
  have hb := energy_bounds hA hspec
  -- the energy drops telescope
  have tel : ∀ n, ∑ k ∈ Finset.range n, ‖residual A (x k)‖ ^ 2
      ≤ (M - m) * (energy A (x 0) - energy A (x n)) := by
    intro n
    induction n with
    | zero => simp
    | succ n ih =>
      rw [Finset.sum_range_succ]
      linarith [(h.step n).sq_residual_le hA hb (h.unit n)]
  have bound : ∀ n, ∑ k ∈ Finset.range n, ‖residual A (x k)‖ ^ 2
      ≤ (M - m) * (energy A (x 0) - m) := by
    intro n
    have h1 : m ≤ energy A (x n) := by simpa [h.unit n] using (hb (x n)).1
    have h2 : energy A (x n) ≤ M := by simpa [h.unit n] using (hb (x n)).2
    nlinarith [tel n, mul_nonneg (sub_nonneg.mpr (h1.trans h2)) (sub_nonneg.mpr h1)]
  refine ⟨bound, ?_⟩
  -- nonnegative terms with bounded partial sums tend to zero
  have hs := (summable_of_sum_range_le (fun k => sq_nonneg ‖residual A (x k)‖)
    bound).tendsto_atTop_zero
  have h2 := (Real.continuous_sqrt.tendsto 0).comp hs
  rw [tendsto_zero_iff_norm_tendsto_zero]
  simpa only [Function.comp_def, Real.sqrt_sq_eq_abs, abs_norm, Real.sqrt_zero] using h2
```

## Every unit start vector has a run

The unit vectors in \(\operatorname{span}(x,r)\) form a closed and bounded set in a finite-dimensional space, hence a compact one. It contains \(x\), so it is not empty, and the continuous energy attains its minimum on it. Choosing one minimiser for each unit vector defines a map `f` of the unit sphere to itself, and iterating `f` from \(x_0\) gives a run. Symmetry of \(A\) plays no part here.

```lean
/-- In finite dimension the eigensolver has a run from every unit start vector. -/
theorem exists_run (A : E →ₗ[ℝ] E) {x₀ : E} (h₀ : ‖x₀‖ = 1) :
    ∃ x : ℕ → E, x 0 = x₀ ∧ IsRun A x := by
  have : ProperSpace E := FiniteDimensional.proper ℝ E
  have hc : Continuous (energy A) :=
    (continuous_inner (𝕜 := ℝ)).comp (continuous_id.prodMk A.continuous_of_finiteDimensional)
  -- the unit vectors of the search space form a compact set, so a minimiser exists
  have ex : ∀ x : {x : E // ‖x‖ = 1}, ∃ y : {x : E // ‖x‖ = 1}, IsStep A x.1 y.1 := by
    rintro ⟨x, hx⟩
    obtain ⟨y, hy, hmin⟩ := ((isCompact_sphere (0 : E) 1).inter_right
      (Submodule.closed_of_finiteDimensional
        (Submodule.span ℝ {x, residual A x}))).exists_isMinOn
      ⟨x, mem_sphere_zero_iff_norm.mpr hx, Submodule.subset_span (by simp)⟩ hc.continuousOn
    have hy1 := mem_sphere_zero_iff_norm.mp hy.1
    exact ⟨⟨y, hy1⟩, hy.2, hy1, fun z hz hz1 =>
      isMinOn_iff.mp hmin z ⟨mem_sphere_zero_iff_norm.mpr hz1, hz⟩⟩
  choose f hf using ex
  refine ⟨fun k => (f^[k] ⟨x₀, h₀⟩).1, rfl, h₀, fun k => ?_⟩
  simp only [Function.iterate_succ_apply']
  exact hf _

end SteepestDescentEigensolver
```

```lean
#print axioms SteepestDescentEigensolver.steepest_descent_residuals
-- 'SteepestDescentEigensolver.steepest_descent_residuals' depends on axioms: [propext, Classical.choice, Quot.sound]
#print axioms SteepestDescentEigensolver.exists_run
-- 'SteepestDescentEigensolver.exists_run' depends on axioms: [propext, Classical.choice, Quot.sound]
```
